# The ground energy of a finite Hamiltonian under a growing penalty tends to its minimum over the penalty-free states

## Imposing a constraint by a penalty

To find the lowest singlet of a molecule in a finite basis, one can add $g\,\hat S^2$ to the Hamiltonian matrix, diagonalise, and raise $g$ until the lowest energy settles. The step relies on the settled value being the lowest energy among singlets.

In general, let $H_0$ be a Hermitian matrix and $V$ a positive semidefinite one. The kernel of $V$ contains the allowed states, which cost nothing; every other state has a positive penalty $\langle x,Vx\rangle$. Let the columns of $W$ be an orthonormal basis of this kernel, assumed nonzero. Write $\lambda_{\min}$ for the lowest eigenvalue and set

$$E(g)=\lambda_{\min}(H_0+gV),\qquad E_P=\lambda_{\min}(W^\dagger H_0W).$$

Then $E(g)$ is nondecreasing in $g$, and $E(g)\to E_P$ as $g\to+\infty$.

## The derivation by trial vectors and compactness

**Variational principle.** For Hermitian $A$, the continuous function $\langle x,Ax\rangle$ has a minimum $E$ on the compact set of unit vectors, at some $u$. By scaling, $\langle x,(A-E)x\rangle\ge 0$ for all $x$, with equality at $u$. A positive semidefinite $B$ with $\langle u,Bu\rangle=\|B^{1/2}u\|^2=0$ satisfies $Bu=0$, so $Au=Eu$. Any other eigenvalue is the energy of its unit eigenvector, hence at least $E$. Thus $E=\lambda_{\min}(A)$.

**Monotonicity.** Let $g\le g'$, and let $u'$ be a unit ground vector at $g'$. Used as a trial vector at $g$, it gives

$$E(g)\le\langle u',(H_0+gV)u'\rangle=E(g')-(g'-g)\langle u',Vu'\rangle\le E(g').$$

**Upper bound.** Let $y$ be a unit ground vector of $W^\dagger H_0W$. Since $W^\dagger W=1$, the vector $Wy$ has norm one, and $VWy=0$. Therefore

$$E(g)\le\langle Wy,(H_0+gV)Wy\rangle=\langle y,W^\dagger H_0Wy\rangle=E_P.$$

**Limit.** Take $a<E_P$ and let $U_g$ be the set of $x$ with $\langle x,(H_0+gV)x\rangle>a$. These sets are open and grow with $g$. Each unit vector $x$ lies in one of them:

- If $\langle x,Vx\rangle=0$, then $Vx=0$, so $x=Wy$ with $y$ a unit vector, and the energy is at least $E_P>a$ at every $g$.
- If $\langle x,Vx\rangle>0$, the energy grows linearly in $g$ and eventually exceeds $a$.

By compactness finitely many $U_g$ cover the unit sphere, and the largest of them, $U_{g_0}$, covers it alone. For $g\ge g_0$ the ground vector at $g$ lies in $U_{g_0}\subseteq U_g$, so $a<E(g)\le E_P$. Since $a$ was any number below $E_P$, the limit follows.

**Leakage.** For a unit ground vector $\psi$ at coupling $g$,

$$E_P\ge E(g)=\langle\psi,H_0\psi\rangle+g\langle\psi,V\psi\rangle\ge\lambda_{\min}(H_0)+g\langle\psi,V\psi\rangle,$$

so $g\langle\psi,V\psi\rangle\le E_P-\lambda_{\min}(H_0)$. For $g>0$, this bounds the remaining penalty expectation by a constant divided by $g$. The actual decay at large $g$ is faster than $1/g$: with $\psi$ as a trial vector at $g/2$, one finds $g\langle\psi,V\psi\rangle\le 2\,(E(g)-E(g/2))$, which tends to zero because $E(g)$ converges. In the two-level example of the next section the decay is as $1/g^2$.

## Choosing the coupling in a calculation

In exact arithmetic, each $E(g)$ is a lower bound on the constrained energy $E_P$, and raising $g$ never makes it worse. In floating point, the rounding error of a diagonalisation can grow with $g$, so a very large $g$ can spoil the result. An approximate variational energy at finite $g$ lies above $E(g)$, but may fall on either side of $E_P$.

For a spin-free Hamiltonian in a basis whose span $\hat S^2$ maps into itself, the matrix of $\hat S^2$ commutes with $H_0$, and the penalty shifts levels of spin $S$ by $gS(S+1)$ in units with $\hbar=1$, so the lowest singlet energy is reached at finite $g$. Without commutation an error can remain: for $H_0=\begin{pmatrix}0&t\\t&0\end{pmatrix}$ with real $t\neq0$ and $V=\mathrm{diag}(0,1)$, one finds $E(g)=g/2-\sqrt{g^2/4+t^2}\approx-t^2/g$ at large $g$, while $E_P=0$.

## A penalty with the wrong sign

Positivity of $V$ matters. Take $H_0=0$ and $V=\mathrm{diag}(0,-1)$. The kernel is spanned by the first basis vector and $E_P=0$, but $E(g)=-g$ for $g\ge0$. The energy decreases without bound.

## The statement in Lean

States are functions `n → ℂ` on a finite index type `n`; `m` labels the columns of `W`. The definition `groundEnergy` is the infimum of the real eigenvalues, `coupled H0 V g` is $H_0+gV$, and `expval` is the real part of $\langle x,Ax\rangle$. `IsKernelFrame V W` says that $W^\dagger W=1$ and that the range of $W$ is exactly $\ker V$. With it, `[Nonempty m]` expresses that the kernel is nonzero.

In `strong_coupling_projection`, `Monotone` covers all real couplings, negative ones included, and `Tendsto … atTop` is the limit $g\to+\infty$. The theorem concerns finite matrices and energies only: it gives no convergence rate and no limit of the ground vectors, and it does not treat operators on infinite-dimensional spaces.

```lean
import Mathlib

open Matrix Filter Topology
open scoped ComplexOrder

namespace StrongCouplingProjection

noncomputable section

variable {n m : Type*} [Fintype n] [DecidableEq n] [Fintype m] [DecidableEq m]

/-- The squared norm `⟨x, x⟩` of a state vector. -/
def sqNorm (x : n → ℂ) : ℝ := (star x ⬝ᵥ x).re

/-- The real part of the expectation value `⟨x, A x⟩`. -/
def expval (A : Matrix n n ℂ) (x : n → ℂ) : ℝ := (star x ⬝ᵥ A *ᵥ x).re

/-- The ground-state energy: the infimum of the real eigenvalues of `A`. -/
def groundEnergy (A : Matrix n n ℂ) : ℝ :=
  sInf {E : ℝ | ∃ x : n → ℂ, x ≠ 0 ∧ A *ᵥ x = (E : ℂ) • x}

/-- The Hamiltonian `H0 + g V` at real coupling `g`. -/
def coupled (H0 V : Matrix n n ℂ) (g : ℝ) : Matrix n n ℂ := H0 + (g : ℂ) • V

/-- The columns of `W` are orthonormal and span the kernel of `V`. -/
structure IsKernelFrame (V : Matrix n n ℂ) (W : Matrix n m ℂ) : Prop where
  orthonormal : Wᴴ * W = 1
  spans : ∀ x, V *ᵥ x = 0 ↔ ∃ y, W *ᵥ y = x

omit [DecidableEq n] in
/-- The unit vectors form a compact set, and expectation values depend continuously
on the state. -/
theorem compact_states :
    IsCompact {x : n → ℂ | sqNorm x = 1} ∧
      ∀ A : Matrix n n ℂ, Continuous (expval A) := by
  have hs : ∀ x : n → ℂ, sqNorm x = ∑ i, ‖x i‖ ^ 2 := by
    intro x
    simp only [sqNorm, dotProduct, Complex.re_sum, Pi.star_apply]
    refine Finset.sum_congr rfl fun i _ => ?_
    rw [Complex.sq_norm, Complex.normSq_apply]
    simp [Complex.mul_re]
  have e : (sqNorm : (n → ℂ) → ℝ) = fun x => ∑ i, ‖x i‖ ^ 2 := funext hs
  have hc : Continuous (sqNorm : (n → ℂ) → ℝ) := by
    rw [e]
    fun_prop
  constructor
  · refine Metric.isCompact_of_isClosed_isBounded (isClosed_eq hc continuous_const) ?_
    refine (Metric.isBounded_closedBall (x := (0 : n → ℂ)) (r := 1)).subset fun x hx => ?_
    refine mem_closedBall_zero_iff.2 ((pi_norm_le_iff_of_nonneg zero_le_one).2 fun i => ?_)
    have h1 : ∑ i, ‖x i‖ ^ 2 = 1 := (hs x).symm.trans hx
    have h2 : ‖x i‖ ^ 2 ≤ 1 :=
      (Finset.single_le_sum (f := fun j => ‖x j‖ ^ 2) (fun j _ => by positivity)
        (Finset.mem_univ i)).trans_eq h1
    nlinarith [norm_nonneg (x i)]
  · intro A
    have h : Continuous fun x : n → ℂ => (∑ i, star (x i) * ∑ j, A i j * x j).re := by
      fun_prop
    exact h

omit [DecidableEq n] in
/-- The expectation value of a Hermitian matrix is real. -/
theorem expval_coe {A : Matrix n n ℂ} (hA : A.IsHermitian) (x : n → ℂ) :
    star x ⬝ᵥ A *ᵥ x = (expval A x : ℂ) := by
  have h : star x ⬝ᵥ A *ᵥ x = star (star x ⬝ᵥ A *ᵥ x) := by
    calc star x ⬝ᵥ A *ᵥ x = star (star (A *ᵥ x) ⬝ᵥ x) := Matrix.star_dotProduct _ _
      _ = _ := by rw [Matrix.star_mulVec, hA.eq, ← Matrix.dotProduct_mulVec]
  have h2 : (star x ⬝ᵥ A *ᵥ x).im = -(star x ⬝ᵥ A *ᵥ x).im := congrArg Complex.im h
  exact Complex.ext rfl (by rw [Complex.ofReal_im]; linarith)

omit [DecidableEq n] in
/-- The energy of a state is affine in the coupling. -/
theorem expval_coupled (H0 V : Matrix n n ℂ) (g : ℝ) (x : n → ℂ) :
    expval (coupled H0 V g) x = expval H0 x + g * expval V x := by
  simp only [expval, coupled, Matrix.add_mulVec, Matrix.smul_mulVec, dotProduct_add,
    dotProduct_smul, Complex.add_re, smul_eq_mul, Complex.re_ofReal_mul]

omit [Fintype n] [DecidableEq n] in
/-- If `H0` and `V` are Hermitian, so is `H0 + g V` at every real coupling. -/
theorem coupled_isHermitian {H0 V : Matrix n n ℂ} (hH : H0.IsHermitian)
    (hV : V.IsHermitian) (g : ℝ) : (coupled H0 V g).IsHermitian := by
  show (H0 + (g : ℂ) • V)ᴴ = H0 + (g : ℂ) • V
  rw [Matrix.conjTranspose_add, Matrix.conjTranspose_smul, hH.eq, hV.eq]
  simp

/-- Variational principle: the ground energy of a Hermitian matrix is attained by a unit
eigenvector and bounds the energy of every state from below. -/
theorem ground_state [Nonempty n] {A : Matrix n n ℂ} (hA : A.IsHermitian) :
    (∃ u, sqNorm u = 1 ∧ A *ᵥ u = (groundEnergy A : ℂ) • u ∧ expval A u = groundEnergy A) ∧
      ∀ x, groundEnergy A * sqNorm x ≤ expval A x := by
  have hone : ∀ x : n → ℂ, expval 1 x = sqNorm x := fun x => by simp [expval, sqNorm]
  have hscale : ∀ (B : Matrix n n ℂ) (r : ℝ) (x : n → ℂ),
      expval B ((r : ℂ) • x) = r ^ 2 * expval B x := by
    intro B r x
    have h : star ((r : ℂ) • x) = (r : ℂ) • star x := by ext i; simp
    unfold expval
    rw [h, Matrix.mulVec_smul, smul_dotProduct, dotProduct_smul, smul_eq_mul, smul_eq_mul,
      Complex.re_ofReal_mul, Complex.re_ofReal_mul]
    ring
  have hpos : ∀ x : n → ℂ, x ≠ 0 → 0 < sqNorm x := by
    intro x hx
    have h := (Matrix.PosDef.one (n := n) (R := ℂ)).dotProduct_mulVec_pos hx
    rw [← hone]
    exact (Complex.lt_def.1 h).1
  -- a minimiser of the energy over unit vectors
  have hne : {x : n → ℂ | sqNorm x = 1}.Nonempty :=
    ⟨Pi.single (Classical.arbitrary n) 1, by simp [sqNorm]⟩
  obtain ⟨u, hu, hmin⟩ :=
    compact_states.1.exists_isMinOn hne (compact_states.2 A).continuousOn
  have hu1 : sqNorm u = 1 := hu
  have hE : ∀ x, expval A u * sqNorm x ≤ expval A x := by
    intro x
    by_cases hx : x = 0
    · simp [hx, sqNorm, expval]
    have hw := hpos x hx
    have hr : (√(sqNorm x))⁻¹ ^ 2 * sqNorm x = 1 := by
      rw [inv_pow, Real.sq_sqrt hw.le, inv_mul_cancel₀ hw.ne']
    have hmem : sqNorm ((((√(sqNorm x))⁻¹ : ℝ) : ℂ) • x) = 1 := by
      rw [← hone, hscale, hone, hr]
    have h := isMinOn_iff.1 hmin _ hmem
    rw [hscale] at h
    have h2 := mul_le_mul_of_nonneg_right h hw.le
    have h3 : (√(sqNorm x))⁻¹ ^ 2 * expval A x * sqNorm x = expval A x := by
      linear_combination expval A x * hr
    linarith
  -- `A - E` is positive semidefinite and vanishes in the minimiser
  have hB := coupled_isHermitian hA (Matrix.isHermitian_one (n := n) (α := ℂ)) (-expval A u)
  have hP : (coupled A 1 (-expval A u)).PosSemidef := by
    refine Matrix.PosSemidef.of_dotProduct_mulVec_nonneg hB fun x => ?_
    rw [expval_coe hB, expval_coupled, hone]
    exact Complex.zero_le_real.2 (by linarith [hE x])
  have h0 := (hP.dotProduct_mulVec_zero_iff u).1 (by
    rw [expval_coe hB, expval_coupled, hone, hu1]; simp)
  have hAu : A *ᵥ u = (expval A u : ℂ) • u := by
    simp only [coupled, Matrix.add_mulVec, Complex.ofReal_neg, neg_smul, Matrix.neg_mulVec,
      Matrix.smul_mulVec, Matrix.one_mulVec] at h0
    exact add_neg_eq_zero.1 h0
  have hu0 : u ≠ 0 := by
    intro h
    rw [h] at hu1
    simp [sqNorm] at hu1
  have hg : groundEnergy A = expval A u := by
    refine IsLeast.csInf_eq ⟨⟨u, hu0, hAu⟩, ?_⟩
    rintro E ⟨x, hx, hEx⟩
    have h : expval A x = E * sqNorm x := by
      rw [expval, hEx, dotProduct_smul, smul_eq_mul, Complex.re_ofReal_mul, sqNorm]
    exact le_of_mul_le_mul_right ((hE x).trans_eq h) (hpos x hx)
  rw [hg]
  exact ⟨⟨u, hu1, hAu, rfl⟩, hE⟩

omit [DecidableEq n] in
/-- Embedding by orthonormal columns preserves the norm, and the energy of the embedded state
is that of the projected Hamiltonian. -/
theorem embed_state {W : Matrix n m ℂ} (hW : Wᴴ * W = 1) (A : Matrix n n ℂ) (y : m → ℂ) :
    sqNorm (W *ᵥ y) = sqNorm y ∧ expval A (W *ᵥ y) = expval (Wᴴ * A * W) y := by
  constructor
  · unfold sqNorm
    rw [Matrix.star_mulVec, ← Matrix.dotProduct_mulVec, Matrix.mulVec_mulVec, hW,
      Matrix.one_mulVec]
  · unfold expval
    rw [Matrix.star_mulVec, ← Matrix.dotProduct_mulVec]
    simp only [Matrix.mulVec_mulVec, Matrix.mul_assoc]

/-- For Hermitian `H0` and `V`, with the kernel of `V` nonzero, the ground energy of `H0 + g V` at
every real coupling is at most that of `H0` projected onto the kernel of `V`. -/
theorem groundEnergy_le_projected [Nonempty n] [Nonempty m] {H0 V : Matrix n n ℂ}
    {W : Matrix n m ℂ} (hH : H0.IsHermitian) (hV : V.IsHermitian)
    (hW : IsKernelFrame V W) (g : ℝ) :
    groundEnergy (coupled H0 V g) ≤ groundEnergy (Wᴴ * H0 * W) := by
  obtain ⟨y, hy, -, hey⟩ := (ground_state (Matrix.isHermitian_conjTranspose_mul_mul W hH)).1
  have h := (ground_state (coupled_isHermitian hH hV g)).2 (W *ᵥ y)
  have hk : expval V (W *ᵥ y) = 0 := by
    rw [expval, (hW.spans _).2 ⟨y, rfl⟩]
    simp
  rw [expval_coupled, hk, (embed_state hW.orthonormal H0 y).1,
    (embed_state hW.orthonormal H0 y).2, hy, hey] at h
  linarith

/-- Strong-coupling projection: for Hermitian `H0` and positive semidefinite `V` with nonzero
kernel, the ground energy of `H0 + g V` is nondecreasing in `g` and tends, as `g → +∞`, to the
ground energy of `H0` projected onto the kernel of `V`. -/
theorem strong_coupling_projection [Nonempty m] {H0 V : Matrix n n ℂ} {W : Matrix n m ℂ}
    (hH : H0.IsHermitian) (hV : V.PosSemidef) (hW : IsKernelFrame V W) :
    Monotone (fun g : ℝ => groundEnergy (coupled H0 V g)) ∧
      Tendsto (fun g : ℝ => groundEnergy (coupled H0 V g)) atTop
        (𝓝 (groundEnergy (Wᴴ * H0 * W))) := by
  have hn : Nonempty n := by
    by_contra h
    have : IsEmpty n := not_nonempty_iff.1 h
    have h1 := congrFun (congrFun hW.orthonormal (Classical.arbitrary m)) (Classical.arbitrary m)
    simp [Matrix.mul_apply] at h1
  have hVh := hV.isHermitian
  have hV0 : ∀ x, 0 ≤ expval V x := fun x =>
    (Complex.le_def.1 (hV.dotProduct_mulVec_nonneg x)).1
  have hmono : ∀ (g g' : ℝ) (x : n → ℂ), g ≤ g' →
      expval (coupled H0 V g) x ≤ expval (coupled H0 V g') x := by
    intro g g' x h
    rw [expval_coupled, expval_coupled]
    linarith [mul_le_mul_of_nonneg_right h (hV0 x)]
  constructor
  · -- the ground vector at `g'` is a trial vector at `g`
    intro g g' hgg
    obtain ⟨u, hu, -, heu⟩ := (ground_state (coupled_isHermitian hH hVh g')).1
    have h := (ground_state (coupled_isHermitian hH hVh g)).2 u
    rw [hu, mul_one] at h
    exact (h.trans (hmono g g' u hgg)).trans_eq heu
  refine tendsto_order.2 ⟨fun a ha => ?_, fun a ha => Eventually.of_forall fun g =>
    (groundEnergy_le_projected hH hVh hW g).trans_lt ha⟩
  -- states of energy above `a` form growing open sets that cover the unit sphere
  obtain ⟨g₀, hg₀⟩ := compact_states.1.elim_directed_cover
    (fun g : ℝ => {x : n → ℂ | a < expval (coupled H0 V g) x})
    (fun g => isOpen_lt continuous_const (compact_states.2 _))
    (by
      intro x hx
      have hx1 : sqNorm x = 1 := hx
      refine Set.mem_iUnion.2 ?_
      by_cases hp : expval V x = 0
      · have hk : V *ᵥ x = 0 := (hV.dotProduct_mulVec_zero_iff x).1 (by
          rw [expval_coe hVh, hp, Complex.ofReal_zero])
        obtain ⟨y, rfl⟩ := (hW.spans x).1 hk
        have h := (ground_state (Matrix.isHermitian_conjTranspose_mul_mul W hH)).2 y
        rw [← (embed_state hW.orthonormal H0 y).1, hx1, mul_one,
          ← (embed_state hW.orthonormal H0 y).2] at h
        refine ⟨0, ?_⟩
        show a < expval (coupled H0 V 0) (W *ᵥ y)
        rw [expval_coupled]
        linarith
      · have hpos : 0 < expval V x := lt_of_le_of_ne (hV0 x) (Ne.symm hp)
        refine ⟨(a - expval H0 x) / expval V x + 1, ?_⟩
        show a < expval (coupled H0 V _) x
        rw [expval_coupled, add_mul, div_mul_cancel₀ _ hp]
        linarith)
    (fun g g' => ⟨max g g',
      fun x hx => lt_of_lt_of_le hx (hmono _ _ x (le_max_left g g')),
      fun x hx => lt_of_lt_of_le hx (hmono _ _ x (le_max_right g g'))⟩)
  filter_upwards [eventually_ge_atTop g₀] with g hg
  obtain ⟨u, hu, -, heu⟩ := (ground_state (coupled_isHermitian hH hVh g)).1
  have h : a < expval (coupled H0 V g₀) u := hg₀ hu
  exact (h.trans_le (hmono g₀ g u hg)).trans_eq heu

/-- Leakage bound: for Hermitian `H0` and `V`, with the kernel of `V` nonzero, and in a unit ground
vector of `H0 + g V`, the penalty energy `g ⟨ψ, V ψ⟩` is at most the difference between the
projected and the uncoupled ground energies. -/
theorem leakage_bound [Nonempty n] [Nonempty m] {H0 V : Matrix n n ℂ} {W : Matrix n m ℂ}
    (hH : H0.IsHermitian) (hV : V.IsHermitian) (hW : IsKernelFrame V W) (g : ℝ)
    {ψ : n → ℂ} (hψ : sqNorm ψ = 1)
    (hground : coupled H0 V g *ᵥ ψ = (groundEnergy (coupled H0 V g) : ℂ) • ψ) :
    g * expval V ψ ≤ groundEnergy (Wᴴ * H0 * W) - groundEnergy H0 := by
  have h1 : expval (coupled H0 V g) ψ = groundEnergy (coupled H0 V g) * sqNorm ψ := by
    rw [expval, hground, dotProduct_smul, smul_eq_mul, Complex.re_ofReal_mul, sqNorm]
  have h2 := (ground_state hH).2 ψ
  have h3 := groundEnergy_le_projected hH hV hW g
  rw [expval_coupled, hψ] at h1
  rw [hψ] at h2
  linarith

/-- For a two-level system, the penalty `diag(0, 1)` is positive semidefinite and the first
basis vector is an orthonormal frame of its kernel. -/
theorem isKernelFrame_witness :
    (!![0, 0; 0, 1] : Matrix (Fin 2) (Fin 2) ℂ).PosSemidef ∧
      IsKernelFrame (!![0, 0; 0, 1] : Matrix (Fin 2) (Fin 2) ℂ)
        (!![1; 0] : Matrix (Fin 2) (Fin 1) ℂ) := by
  refine ⟨?_, ?_, fun x => ⟨fun h => ?_, ?_⟩⟩
  · have h : (!![0, 0; 0, 1] : Matrix (Fin 2) (Fin 2) ℂ) =
        (!![0, 0; 0, 1] : Matrix (Fin 2) (Fin 2) ℂ)ᴴ * !![0, 0; 0, 1] := by
      ext i j
      fin_cases i <;> fin_cases j <;> simp [Matrix.mul_apply, Fin.sum_univ_two]
    rw [h]
    exact Matrix.posSemidef_conjTranspose_mul_self _
  · ext i j
    fin_cases i
    fin_cases j
    simp [Matrix.mul_apply, Fin.sum_univ_two]
  · have h1 : x 1 = 0 := by
      simpa [Matrix.mulVec, dotProduct, Fin.sum_univ_two] using congrFun h 1
    refine ⟨![x 0], ?_⟩
    ext i
    fin_cases i <;> simp [Matrix.mulVec, dotProduct, h1]
  · rintro ⟨y, rfl⟩
    ext i
    fin_cases i <;> simp [Matrix.mulVec, dotProduct, Fin.sum_univ_two]

end

end StrongCouplingProjection
```

```lean
#print axioms StrongCouplingProjection.ground_state
#print axioms StrongCouplingProjection.strong_coupling_projection
#print axioms StrongCouplingProjection.leakage_bound
```

```
'StrongCouplingProjection.ground_state' depends on axioms: [propext, Classical.choice, Quot.sound]
'StrongCouplingProjection.strong_coupling_projection' depends on axioms: [propext, Classical.choice, Quot.sound]
'StrongCouplingProjection.leakage_bound' depends on axioms: [propext, Classical.choice, Quot.sound]
```

## How the proof follows the derivation

`compact_states` writes the squared norm as $\sum_i|x_i|^2$, from which the unit sphere is closed and bounded, and shows that energies are continuous. `expval_coe` shows that Hermitian expectation values are real, `expval_coupled` that the energy is affine in $g$, and `coupled_isHermitian` that $H_0+gV$ stays Hermitian.

`ground_state` is the variational principle. It obtains the minimiser from compactness, rescales arbitrary nonzero vectors to unit norm, and writes $A-E$ as `coupled A 1 (-expval A u)`, so that the preceding lemmas apply to it. `IsLeast.csInf_eq` then identifies $E$ with the infimum in `groundEnergy`.

`embed_state` supplies the two identities for $Wy$, and `groundEnergy_le_projected` combines them into the upper bound. That bound needs $V$ only Hermitian, because the trial vector lies in its kernel.

In the main theorem, `hmono` is the growth of each state's energy with $g$, and the monotonicity part uses the trial vector $u'$ as above. `tendsto_order` splits the limit into two demands: $E(g)$ must eventually exceed every $a<E_P$ and fall below every $a>E_P$. The second is the upper bound. For the first, `elim_directed_cover` performs the compactness step, returning a single $g_0$ because any two of the sets lie inside the one at `max g g'`.

`leakage_bound` combines the two inequalities and the equation of the leakage argument. `isKernelFrame_witness` checks a two-level case, with penalty $\mathrm{diag}(0,1)$ and the first basis vector as its frame.
